# The F12 projector is the largest one that excludes pairs with an occupied orbital and virtual–virtual pairs

Electron pairs are modelled here on the full tensor square of a finite one-electron space, without antisymmetrisation. An orbital space is represented by its orthogonal projector, written in an orthonormal basis of the one-electron space as a Hermitian idempotent matrix with real or complex entries. "Largest" refers to the Loewner order: P is at least as large as R when P − R is positive semidefinite.

Let O project onto the occupied orbitals and V onto the virtual orbitals of the conventional calculation, with OV = 0. These orbitals need not span the whole one-electron space; the orthogonal complement of their span is the complementary space. The F12 projector is

Q = (1 − O) ⊗ (1 − O) − V ⊗ V.

Call a pair operator R admissible if it annihilates pairs with electron 1 occupied, pairs with electron 2 occupied, and pairs with both electrons virtual:

R(O ⊗ 1) = 0, R(1 ⊗ O) = 0, R(V ⊗ V) = 0.

The claim is that R is admissible if and only if RQ = R, and that Q is the largest admissible orthogonal projector. In explicitly correlated electronic-structure methods, such a projector keeps the added pair functions from duplicating the conventional double excitations; the result states this exclusion exactly for a finite orbital space.

## From three exclusions to one equation

Multiplying out the first product in Q gives

Q = 1 − O ⊗ 1 − 1 ⊗ O + (O ⊗ 1)(1 ⊗ O) − V ⊗ V.

If R is admissible, multiplication by R from the left removes every term except the identity, so RQ = R.

For the converse, first take the adjoint of OV = 0, which gives VO = 0. Also (1 − O)O = 0 and (1 − O)V = V. Therefore

Q(O ⊗ 1) = (1 − O)O ⊗ (1 − O) − VO ⊗ V = 0,

Q(1 ⊗ O) = (1 − O) ⊗ (1 − O)O − V ⊗ VO = 0,

Q(V ⊗ V) = (1 − O)V ⊗ (1 − O)V − V² ⊗ V² = V ⊗ V − V ⊗ V = 0.

So Q is admissible. If RQ = R, then R(O ⊗ 1) = RQ(O ⊗ 1) = 0, and the other two conditions follow in the same way. Setting R = Q in the first direction gives Q² = Q. Since Q is Hermitian, it is an orthogonal projector.

## The same equation as an inequality

For orthogonal projectors P and R, the equation RP = R is equivalent to P − R ≥ 0. Suppose first that P − R ≥ 0 and Px = 0. Then

0 ≤ x†(P − R)x = −x†Rx = −‖Rx‖²,

so Rx = 0. Every vector x = (1 − P)y satisfies Px = 0, hence R(1 − P) = 0, which is RP = R.

Conversely, the adjoint of RP = R is PR = R, and

(P − R)² = P − PR − RP + R = P − R.

The difference is Hermitian, so it equals (P − R)†(P − R) and is positive semidefinite. With P = Q, an orthogonal projector R is admissible exactly when Q − R ≥ 0.

## Three orbitals, and two ways to lose the result

Let orbital 0 be occupied, orbital 1 virtual and orbital 2 complementary. Of the nine product pairs |ij⟩, Q keeps |12⟩, |21⟩ and |22⟩ and annihilates the other six. The projector onto |22⟩ is therefore admissible. The projector R onto (|11⟩ + |22⟩)/√2 is not, because it does not annihilate |11⟩. The inequality detects this: on |11⟩ and |22⟩, Q − R has the rows

(−1/2, −1/2) and (−1/2, 1/2),

with determinant −1/2, so one eigenvalue is negative.

Now drop OV = 0. With a single orbital and O = V = 1, the formula gives Q = −1, which is neither a projector nor admissible. The operator R = 0 is admissible, yet Q − R = −1 is not positive semidefinite. The equation RQ = R still selects the right operator in this example, namely R = 0; what is lost is the maximality of Q.

Idempotence matters for the equation itself. With one orbital, O = 2 and V = 0, one finds Q = 1. Then R = 1 satisfies RQ = R, although R(O ⊗ 1) = 2.

## Orbital and pair operators as matrices

The type `n` labels the orbitals, and `𝕜` is the real or complex field. The separate index type `m` serves the general facts about projectors.

```lean
import Mathlib

open Matrix
open scoped Kronecker ComplexOrder

namespace F12Projector

variable {𝕜 n m : Type*} [RCLike 𝕜] [Fintype n] [DecidableEq n] [Fintype m] [DecidableEq m]
```

The predicate `IsProjector` demands both Hermiticity and idempotence. For real matrices, the first condition is symmetry.

```lean
/-- An orthogonal projector: a Hermitian idempotent matrix. -/
def IsProjector (P : Matrix m m 𝕜) : Prop := Pᴴ = P ∧ P * P = P
```

A pair operator has rows and columns labelled by `n × n`, the first label belonging to electron 1. The symbol `⊗ₖ` is the Kronecker product.

```lean
/-- The matrix `(1 - O) ⊗ (1 - O) - V ⊗ V` on the two-electron space. It is called the F12 projector
when `O` and `V` are orthogonal projectors with `O V = 0`. -/
def f12Q (O V : Matrix n n 𝕜) : Matrix (n × n) (n × n) 𝕜 :=
  (1 - O) ⊗ₖ (1 - O) - V ⊗ₖ V
```

The three fields of `Admissible` are the three exclusions. They are written as conditions on the input of `R`. When `O`, `V` and `R` are Hermitian, taking adjoints shows that the output of `R` is also orthogonal to the excluded pairs. `R` may be any matrix on the pair space.

```lean
/-- A pair operator `R` is admissible if it annihilates pairs with electron 1 occupied, pairs with
electron 2 occupied, and pairs with both electrons in the virtual space. -/
structure Admissible (O V : Matrix n n 𝕜) (R : Matrix (n × n) (n × n) 𝕜) : Prop where
  left : R * (O ⊗ₖ (1 : Matrix n n 𝕜)) = 0
  right : R * ((1 : Matrix n n 𝕜) ⊗ₖ O) = 0
  virt : R * (V ⊗ₖ V) = 0
```

## Admissibility and the equation RQ = R

The adjoint argument that turns OV = 0 into VO = 0 is stated for any two projectors.

```lean
omit [DecidableEq m] in
/-- Orthogonality of two projectors does not depend on their order. -/
theorem IsProjector.mul_swap {A B : Matrix m m 𝕜} (hA : IsProjector A) (hB : IsProjector B)
    (h : A * B = 0) : B * A = 0 := by
  have h' := congrArg conjTranspose h
  rwa [conjTranspose_mul, hA.1, hB.1, conjTranspose_zero] at h'
```

The expansion of Q is checked entry by entry and needs no hypothesis on `O` or `V`.

```lean
/-- For any matrices `O` and `V`, the matrix `f12Q O V` written out in `O ⊗ 1`, `1 ⊗ O`, their
product and `V ⊗ V`. -/
theorem f12Q_expand (O V : Matrix n n 𝕜) :
    f12Q O V = 1 - O ⊗ₖ (1 : Matrix n n 𝕜) - (1 : Matrix n n 𝕜) ⊗ₖ O
      + (O ⊗ₖ (1 : Matrix n n 𝕜)) * ((1 : Matrix n n 𝕜) ⊗ₖ O) - V ⊗ₖ V := by
  rw [← Matrix.mul_kronecker_mul, mul_one, one_mul, ← Matrix.one_kronecker_one, f12Q]
  ext ⟨i, j⟩ ⟨k, l⟩
  simp only [Matrix.sub_apply, Matrix.add_apply, Matrix.kroneckerMap_apply]
  ring
```

The next proof contains the three products computed above. The facts `h1` and `h2` are (1 − O)O = 0 and (1 − O)V = V, and `Matrix.mul_kronecker_mul` multiplies Kronecker products factor by factor.

```lean
/-- For orthogonal occupied and virtual spaces the F12 projector is itself admissible. -/
theorem f12Q_admissible {O V : Matrix n n 𝕜} (hO : IsProjector O) (hV : IsProjector V)
    (hOV : O * V = 0) : Admissible O V (f12Q O V) := by
  have hVO := hO.mul_swap hV hOV
  have h1 : (1 - O) * O = 0 := by rw [sub_mul, one_mul, hO.2, sub_self]
  have h2 : (1 - O) * V = V := by rw [sub_mul, one_mul, hOV, sub_zero]
  refine ⟨?_, ?_, ?_⟩
  · rw [f12Q, sub_mul, ← Matrix.mul_kronecker_mul, ← Matrix.mul_kronecker_mul, h1, hVO]
    simp
  · rw [f12Q, sub_mul, ← Matrix.mul_kronecker_mul, ← Matrix.mul_kronecker_mul, h1, hVO]
    simp
  · rw [f12Q, sub_mul, ← Matrix.mul_kronecker_mul, ← Matrix.mul_kronecker_mul, h2, hV.2,
      sub_self]
```

The equivalence follows for every matrix `R`, whether or not it is a projector. The forward direction substitutes the expansion; the backward direction replaces `R` by `R * f12Q O V` and uses the admissibility of Q.

```lean
/-- For projectors `O` and `V` with `O V = 0`, a pair operator `R` is admissible if and only if `R Q
= R`, with `Q` the F12 projector. -/
theorem admissible_iff {O V : Matrix n n 𝕜} (hO : IsProjector O) (hV : IsProjector V)
    (hOV : O * V = 0) (R : Matrix (n × n) (n × n) 𝕜) :
    Admissible O V R ↔ R * f12Q O V = R := by
  constructor
  · intro h
    -- every term of the expansion except the identity is annihilated by `R`
    rw [f12Q_expand, mul_sub, mul_add, mul_sub, mul_sub, ← mul_assoc, h.left, h.right, h.virt]
    simp
  · intro h
    have hQ := f12Q_admissible hO hV hOV
    -- insert `Q` to the right of `R` and let it annihilate the excluded pairs
    refine ⟨?_, ?_, ?_⟩
    · rw [← h, mul_assoc, hQ.left, mul_zero]
    · rw [← h, mul_assoc, hQ.right, mul_zero]
    · rw [← h, mul_assoc, hQ.virt, mul_zero]
```

Applied to Q itself, the forward direction supplies idempotence, so only Hermiticity remains to be computed.

```lean
/-- For projectors `O` and `V` with `O V = 0`, the matrix `f12Q O V` is an orthogonal projector. -/
theorem f12Q_isProjector {O V : Matrix n n 𝕜} (hO : IsProjector O) (hV : IsProjector V)
    (hOV : O * V = 0) : IsProjector (f12Q O V) := by
  refine ⟨?_, (admissible_iff hO hV hOV _).1 (f12Q_admissible hO hV hOV)⟩
  rw [f12Q, conjTranspose_sub, conjTranspose_kronecker, conjTranspose_kronecker,
    conjTranspose_sub, conjTranspose_one, hO.1, hV.1]
```

## Maximality in the Loewner order

In the following lemma, `key` is the statement that Px = 0 implies Rx = 0, obtained from −‖Rx‖² ≥ 0. It is then applied to the columns of 1 − P, which yields R(1 − P) = 0. In the other direction, `e` records that P − R equals its adjoint times itself.

```lean
/-- For orthogonal projectors, `P - R` is positive semidefinite if and only if `R P = R`. -/
theorem IsProjector.posSemidef_sub_iff {P R : Matrix m m 𝕜} (hP : IsProjector P)
    (hR : IsProjector R) : (P - R).PosSemidef ↔ R * P = R := by
  constructor
  · intro h
    -- a vector annihilated by `P` has no component in the range of `R`
    have key : ∀ x : m → 𝕜, P *ᵥ x = 0 → R *ᵥ x = 0 := by
      intro x hx
      have h0 := h.dotProduct_mulVec_nonneg x
      have h1 : star x ⬝ᵥ (R *ᵥ x) = star (R *ᵥ x) ⬝ᵥ (R *ᵥ x) := by
        rw [Matrix.star_mulVec, hR.1, ← Matrix.dotProduct_mulVec, Matrix.mulVec_mulVec, hR.2]
      rw [Matrix.sub_mulVec, hx, zero_sub, dotProduct_neg, h1] at h0
      exact dotProduct_star_self_eq_zero.1
        (le_antisymm (neg_nonneg.1 h0) (dotProduct_star_self_nonneg _))
    have hz : R * (1 - P) = 0 := by
      ext i j
      have h2 := key ((1 - P) *ᵥ Pi.single j 1) (by
        rw [Matrix.mulVec_mulVec, mul_sub, mul_one, hP.2, sub_self, Matrix.zero_mulVec])
      rw [Matrix.mulVec_mulVec, Matrix.mulVec_single_one] at h2
      exact congrFun h2 i
    rw [mul_sub, mul_one] at hz
    exact (sub_eq_zero.1 hz).symm
  · intro h
    have h' : P * R = R := by
      have h1 := congrArg conjTranspose h
      rwa [conjTranspose_mul, hP.1, hR.1] at h1
    -- the difference is again a projector, hence of the form `Aᴴ A`
    have e : (P - R)ᴴ * (P - R) = P - R := by
      rw [conjTranspose_sub, hP.1, hR.1, sub_mul, mul_sub, mul_sub, hP.2, hR.2, h, h']
      abel
    have h2 := Matrix.posSemidef_conjTranspose_mul_self (P - R)
    rwa [e] at h2
```

The main theorem collects three statements: Q is an orthogonal projector, Q is admissible, and an orthogonal projector `R` is admissible exactly when `f12Q O V - R` is positive semidefinite. The last one chains the two equivalences through RQ = R.

```lean
/-- For projectors `O` and `V` with `O V = 0`, the F12 projector `Q` is the largest admissible
projector in the Loewner order: it is an admissible orthogonal projector, and an orthogonal
projector `R` is admissible exactly when `Q - R` is positive semidefinite. -/
theorem f12Q_largest {O V : Matrix n n 𝕜} (hO : IsProjector O) (hV : IsProjector V)
    (hOV : O * V = 0) :
    IsProjector (f12Q O V) ∧ Admissible O V (f12Q O V) ∧
      ∀ R, IsProjector R → (Admissible O V R ↔ (f12Q O V - R).PosSemidef) :=
  ⟨f12Q_isProjector hO hV hOV, f12Q_admissible hO hV hOV, fun R hR =>
    (admissible_iff hO hV hOV R).trans
      ((f12Q_isProjector hO hV hOV).posSemidef_sub_iff hR).symm⟩
```

The theorem concerns a finite orbital space and exact projectors. It does not treat the complete-basis limit, the restriction to antisymmetric pair functions, or the error made when the complementary space is approximated by an auxiliary basis.

## Orthogonality is necessary

For projectors O and V, the condition OV = 0 is not only sufficient for Q to exclude pairs with electron 1 occupied but also necessary. Without it, the product computed earlier reduces to

Q(O ⊗ 1) = −VO ⊗ V.

If this vanishes, every entry of VO times every entry of V is zero. Either V = 0, or some entry of V is non-zero and VO = 0. In both cases VO = 0, and the adjoint gives OV = 0. The Lean proof makes the same case distinction.

```lean
/-- For projectors `O` and `V`, the matrix `f12Q O V` annihilates pairs with electron 1 occupied if
and only if the occupied and virtual spaces are orthogonal. -/
theorem f12Q_mul_left_eq_zero_iff {O V : Matrix n n 𝕜} (hO : IsProjector O)
    (hV : IsProjector V) : f12Q O V * (O ⊗ₖ (1 : Matrix n n 𝕜)) = 0 ↔ O * V = 0 := by
  refine ⟨fun h => hV.mul_swap hO ?_, fun h => (f12Q_admissible hO hV h).left⟩
  have h1 : (1 - O) * O = 0 := by rw [sub_mul, one_mul, hO.2, sub_self]
  -- what survives is `-(V O) ⊗ V`
  rw [f12Q, sub_mul, ← Matrix.mul_kronecker_mul, ← Matrix.mul_kronecker_mul, h1,
    Matrix.zero_kronecker, zero_sub, neg_eq_zero, mul_one] at h
  by_cases hV0 : V = 0
  · rw [hV0, zero_mul]
  · ext i j
    by_contra hne
    apply hV0
    ext k l
    have h2 := congrFun (congrFun h (i, k)) (j, l)
    simp only [Matrix.kroneckerMap_apply, Matrix.zero_apply] at h2
    exact (mul_eq_zero.1 h2).resolve_left hne
```

## A non-zero admissible projector

The three-orbital example is formalised with real diagonal matrices. `level k` projects onto orbital `k`.

```lean
/-- The projector onto orbital `k` of a three-orbital space. -/
def level (k : Fin 3) : Matrix (Fin 3) (Fin 3) ℝ :=
  Matrix.diagonal fun i => if i = k then 1 else 0
```

The theorem verifies the hypotheses for orbitals 0 and 1 and shows that the projector onto |22⟩ is admissible and non-zero. Inside the proof, `hp` says that each `level k` is a projector, and `ho` says that different levels are orthogonal. The last step reads off the diagonal entry at the pair (2, 2), which is 1.

```lean
/-- With orbital 0 occupied and orbital 1 virtual, the projector onto the pair with both electrons
in orbital 2 is non-zero and admissible. -/
theorem admissible_witness :
    IsProjector (level 0) ∧ IsProjector (level 1) ∧ level 0 * level 1 = 0 ∧
      IsProjector (level 2 ⊗ₖ level 2) ∧
      Admissible (level 0) (level 1) (level 2 ⊗ₖ level 2) ∧ level 2 ⊗ₖ level 2 ≠ 0 := by
  have hp : ∀ k, IsProjector (level k) := by
    intro k
    constructor
    · unfold level
      rw [Matrix.diagonal_conjTranspose]
      exact congrArg Matrix.diagonal (funext fun i => by simp)
    · unfold level
      rw [Matrix.diagonal_mul_diagonal]
      exact congrArg Matrix.diagonal (funext fun i => by by_cases h : i = k <;> simp [h])
  have ho : ∀ k l, k ≠ l → level k * level l = 0 := by
    intro k l hkl
    unfold level
    rw [Matrix.diagonal_mul_diagonal, ← Matrix.diagonal_zero]
    refine congrArg Matrix.diagonal (funext fun i => ?_)
    by_cases h : i = k
    · simp [h, hkl]
    · simp [h]
  refine ⟨hp 0, hp 1, ho 0 1 (by decide), ⟨?_, ?_⟩, ⟨?_, ?_, ?_⟩, ?_⟩
  · rw [conjTranspose_kronecker, (hp 2).1]
  · rw [← Matrix.mul_kronecker_mul, (hp 2).2]
  · rw [← Matrix.mul_kronecker_mul, ho 2 0 (by decide), Matrix.zero_kronecker]
  · rw [← Matrix.mul_kronecker_mul, ho 2 0 (by decide), Matrix.kronecker_zero]
  · rw [← Matrix.mul_kronecker_mul, ho 2 1 (by decide), Matrix.zero_kronecker]
  · intro h
    have h1 := congrFun (congrFun h (2, 2)) (2, 2)
    simp [level, Matrix.kroneckerMap_apply] at h1

end F12Projector
```

```lean
#print axioms F12Projector.f12Q_largest
#print axioms F12Projector.f12Q_mul_left_eq_zero_iff
```

```
'F12Projector.f12Q_largest' depends on axioms: [propext, Classical.choice, Quot.sound]
'F12Projector.f12Q_mul_left_eq_zero_iff' depends on axioms: [propext, Classical.choice, Quot.sound]
```
